# With b > 0, E(q) = −aq²/2 + bq⁴/4 has a global equilibrium of charge q₀ at some electrode potential exactly when q₀² ≥ a/b

## The charge, the potential and the grand energy

The state of the electrode is described by one real number, its charge $q$. Its energy at fixed charge is $E(q)$. A potentiostat holds the electrode at potential $U$ and supplies charge freely, so the quantity to minimise is the grand energy $E(q)-qU$. Units are chosen so that $qU$ is an energy. Both signs of $q$ and $U$ are allowed, and $q=0$ is the neutral electrode.

```lean
import Mathlib

open Filter Topology

namespace ConstantPotentialReachability

noncomputable section

/-- The charge `q0` is in equilibrium at electrode potential `U`: it globally minimises the
grand energy `E(q) - q U` over all real charges. -/
def IsEquilibrium (E : ℝ → ℝ) (U q0 : ℝ) : Prop :=
  ∀ q, E q0 - q0 * U ≤ E q - q * U
```

`IsEquilibrium E U q0` is a statement about an energy function `E : ℝ → ℝ`, a potential `U` and a charge `q0`. It says that for every real $q$,

$$E(q_0)-q_0U\le E(q)-qU .$$

Equilibrium therefore means a global minimum, with no restriction to charges near $q_0$. Ties are allowed, so two charges can be in equilibrium at the same potential.

```lean
/-- The quartic charging energy `E(q) = -a q²/2 + b q⁴/4`. -/
def energy (a b q : ℝ) : ℝ := -a * q ^ 2 / 2 + b * q ^ 4 / 4
```

This is the model energy $E(q)=-\tfrac a2q^2+\tfrac b4q^4$. It is postulated, not derived from an electronic structure. It has no term linear in $q$, which means that $U$ is measured from the value of $dE/dq$ at the neutral electrode. The number $-a$ is the curvature at neutrality, that is, the inverse differential capacitance there. For $a>0$ it is negative, and a small charge of either sign lowers the energy $E$ below its value at neutrality. The quartic term with $b>0$ stands for whatever finally makes further charging costly. The definition itself puts no sign condition on $a$ or $b$; each theorem states the conditions that it uses.

```lean
/-- The electrode potential `-a q + b q³` belonging to the charge `q`. -/
def potential (a b q : ℝ) : ℝ := -a * q + b * q ^ 3
```

The function `potential` is $-aq+bq^3$. At this point it is only a formula. Its relation to the energy is proved below.

## Two facts that hold for any energy

```lean
/-- For any energy function, raising the potential never lowers the equilibrium charge. -/
theorem charge_le_of_potential_lt {E : ℝ → ℝ} {U₁ U₂ q₁ q₂ : ℝ}
    (h₁ : IsEquilibrium E U₁ q₁) (h₂ : IsEquilibrium E U₂ q₂) (hU : U₁ < U₂) :
    q₁ ≤ q₂ := by
  by_contra hq
  have hq' : q₂ < q₁ := not_le.mp hq
  -- compare each equilibrium with the other charge and add
  have e₁ := h₁ q₂
  have e₂ := h₂ q₁
  nlinarith [mul_pos (sub_pos.mpr hU) (sub_pos.mpr hq')]
```

A Lean theorem lists its hypotheses before the last colon and its conclusion after it; the proof follows `:= by`. Here `h₁` and `h₂` say that $q_1$ is in equilibrium at $U_1$ and $q_2$ at $U_2$, and `hU` says $U_1<U_2$. The conclusion is $q_1\le q_2$, for an arbitrary energy that need not even be continuous.

By hand, test each equilibrium against the other charge:

$$E(q_1)-q_1U_1\le E(q_2)-q_2U_1,\qquad E(q_2)-q_2U_2\le E(q_1)-q_1U_2 .$$

Adding the two cancels the energies and leaves $(U_2-U_1)(q_1-q_2)\le 0$. Since $U_2-U_1>0$, it follows that $q_1\le q_2$. The Lean proof assumes the opposite, $q_2<q_1$, and forms the same two inequalities as `e₁` and `e₂`. The tactic `nlinarith`, which searches for a contradiction among inequalities and their products, then uses the positive product $(U_2-U_1)(q_1-q_2)$.

```lean
/-- At an equilibrium charge where the energy is differentiable, the applied potential equals
the derivative of the energy with respect to charge. -/
theorem potential_eq_deriv {E : ℝ → ℝ} {U q0 E' : ℝ}
    (h : IsEquilibrium E U q0) (hE : HasDerivAt E E' q0) : U = E' := by
  have hmin : IsLocalMin (fun q => E q - q * U) q0 := Eventually.of_forall h
  have hd := hE.fun_sub ((hasDerivAt_id' q0).mul_const U)
  have h0 := hmin.hasDerivAt_eq_zero hd
  linarith
```

In this theorem `E'` is a number, and `HasDerivAt E E' q0` says that $E$ is differentiable at $q_0$ with derivative $E'$. A global minimum is also a local one, so the derivative of $E(q)-qU$ vanishes at $q_0$. This gives $E'-U=0$. The lines `hmin`, `hd` and `h0` are these three steps: local minimum, derivative of the grand energy, derivative equal to zero.

## Slope and curvature of the quartic energy

```lean
/-- The derivative of the quartic charging energy is the electrode potential. -/
theorem hasDerivAt_energy (a b q : ℝ) :
    HasDerivAt (energy a b) (potential a b q) q := by
  have h := ((hasDerivAt_pow 2 q).const_mul (-a / 2)).fun_add
    ((hasDerivAt_pow 4 q).const_mul (b / 4))
  have hf : energy a b = fun x => -a / 2 * x ^ 2 + b / 4 * x ^ 4 := by
    funext x
    unfold energy
    ring
  rw [hf]
  exact h.congr_deriv (by unfold potential; norm_num; ring)
```

Differentiating term by term gives

$$E'(q)=-\tfrac a2\cdot 2q+\tfrac b4\cdot 4q^3=-aq+bq^3 ,$$

which is `potential a b q`. Together with the previous theorem, this fixes the only potential at which $q_0$ could be in equilibrium: $U=-aq_0+bq_0^3$. I will call it the potential belonging to $q_0$.

```lean
/-- For `b > 0`, the second derivative of the energy is positive at `q0` exactly when
`q0² > a/(3b)`. -/
theorem curvature_pos_iff {a b : ℝ} (hb : 0 < b) (q0 : ℝ) :
    0 < deriv (deriv (energy a b)) q0 ↔ a / (3 * b) < q0 ^ 2 := by
  have h1 : deriv (energy a b) = potential a b :=
    funext fun q => (hasDerivAt_energy a b q).deriv
  have h2 : HasDerivAt (potential a b) (-a + 3 * b * q0 ^ 2) q0 := by
    have h := ((hasDerivAt_id' q0).const_mul (-a)).fun_add
      ((hasDerivAt_pow 3 q0).const_mul b)
    exact h.congr_deriv (by norm_num; ring)
  rw [h1, h2.deriv, div_lt_iff₀ (by positivity)]
  constructor <;> intro h <;> linarith
```

The expression `deriv (deriv (energy a b)) q0` is $E''(q_0)$. One more differentiation gives $E''(q_0)=-a+3bq_0^2$. For $b>0$ this is positive exactly when $a/(3b)<q_0^2$. In the proof, `h1` identifies the first derivative with `potential`, `h2` differentiates that, and `div_lt_iff₀` multiplies the inequality through by the positive number $3b$.

## The grand energy measured from a chosen charge

```lean
/-- At the potential belonging to `q0`, the grand energy of a charge `q` relative to that of
`q0` is `(q - q0)²` times an explicit quadratic in `q`. -/
theorem grand_energy_gap (a b q0 q : ℝ) :
    (energy a b q - q * potential a b q0) - (energy a b q0 - q0 * potential a b q0)
      = (q - q0) ^ 2 * (b * (q + q0) ^ 2 / 4 + (b * q0 ^ 2 - a) / 2) := by
  unfold energy potential
  ring
```

Let $U_0=-aq_0+bq_0^3$. The theorem states that

$$\bigl[E(q)-qU_0\bigr]-\bigl[E(q_0)-q_0U_0\bigr]=(q-q_0)^2\left[\frac{b(q+q_0)^2}{4}+\frac{bq_0^2-a}{2}\right].$$

To derive it, collect the terms in $a$ and in $b$ separately. Those in $a$ are

$$-\tfrac a2(q^2-q_0^2)+aq_0(q-q_0)=-\tfrac a2(q-q_0)^2 .$$

Those in $b$ are

$$\tfrac b4(q^4-q_0^4)-bq_0^3(q-q_0)=\tfrac b4(q-q_0)\bigl(q^3+q_0q^2+q_0^2q-3q_0^3\bigr).$$

The cubic vanishes at $q=q_0$ and factorises as $(q-q_0)(q^2+2q_0q+3q_0^2)$, and the remaining quadratic equals $(q+q_0)^2+2q_0^2$. The sum of the two parts is the stated formula. In Lean, `unfold` inserts the definitions and `ring` verifies the polynomial identity. It holds for all real $a$, $b$, $q_0$ and $q$.

The square bracket now decides everything. Its sign for all $q$ settles global equilibrium, and its sign near $q_0$ settles local stability.

## The reachable charges

```lean
/-- For `b > 0`, a charge `q0` is a global equilibrium at some electrode potential if and only if
`q0² ≥ a/b`. -/
theorem reachable_iff {a b : ℝ} (hb : 0 < b) (q0 : ℝ) :
    (∃ U, IsEquilibrium (energy a b) U q0) ↔ a / b ≤ q0 ^ 2 := by
  rw [div_le_iff₀ hb]
  constructor
  · rintro ⟨U, h⟩
    have hU := potential_eq_deriv h (hasDerivAt_energy a b q0)
    subst hU
    by_contra hlt
    have hlt' : q0 ^ 2 * b < a := not_le.mp hlt
    by_cases hq : q0 = 0
    · -- the neutral state loses against the charge √(a/b)
      subst hq
      have ha : 0 < a := by linarith
      have hc : 0 < a / b := div_pos ha hb
      have hs : √(a / b) ^ 2 = a / b := Real.sq_sqrt hc.le
      have hbc : b * (a / b) = a := by field_simp
      have h1 := h (√(a / b))
      have hg := grand_energy_gap a b 0 (√(a / b))
      have hv : (√(a / b) - 0) ^ 2 * (b * (√(a / b) + 0) ^ 2 / 4 + (b * 0 ^ 2 - a) / 2)
          = -(a / b * a) / 4 := by
        rw [sub_zero, add_zero, hs, hbc]
        ring
      have hp := mul_pos hc ha
      linarith
    · -- a non-zero charge loses against the opposite charge
      have hpos : 0 < q0 ^ 2 := lt_of_le_of_ne (sq_nonneg _) (Ne.symm (pow_ne_zero 2 hq))
      have h1 := h (-q0)
      have hg := grand_energy_gap a b q0 (-q0)
      have hp := mul_pos hpos (sub_pos.mpr hlt')
      nlinarith
  · intro h
    refine ⟨potential a b q0, fun q => ?_⟩
    have hg := grand_energy_gap a b q0 q
    have hn : 0 ≤ (q - q0) ^ 2 * (b * (q + q0) ^ 2 / 4 + (b * q0 ^ 2 - a) / 2) := by
      apply mul_nonneg (sq_nonneg _)
      have := mul_nonneg hb.le (sq_nonneg (q + q0))
      linarith
    linarith
```

The left side of `↔` reads "there is a potential $U$ at which $q_0$ is in equilibrium". The right side is $a/b\le q_0^2$. Only $b>0$ is assumed. If $a\le 0$, the right side is always true and every charge is reachable.

**From equilibrium to the inequality.** If $q_0$ is in equilibrium at $U$, then $U=U_0$; this is `hU`, and `subst` puts it in place of $U$. Suppose that $bq_0^2<a$. There are two cases.

- If $q_0\neq0$, try the opposite charge $q=-q_0$. The first term in the bracket vanishes, and the difference in grand energy is $4q_0^2\cdot\tfrac12(bq_0^2-a)=2q_0^2(bq_0^2-a)<0$.
- If $q_0=0$, the opposite charge is the same charge and gives nothing. Now $a>0$, so try $q=\sqrt{a/b}$. The difference is $\tfrac ab\left(\tfrac a4-\tfrac a2\right)=-\tfrac{a^2}{4b}<0$.

Either way a better charge exists, which contradicts equilibrium. The Lean proof makes the same split with `by_cases hq : q0 = 0`. In each branch `h1` is the equilibrium inequality for the trial charge and `hg` is the factorised difference.

**From the inequality to equilibrium.** If $bq_0^2\ge a$, both terms in the bracket are nonnegative for every $q$, and so is the whole difference. Hence $q_0$ is a global minimiser at $U_0$. The `refine` line supplies this potential, and `hn` is the nonnegativity.

## Local stability without global equilibrium

```lean
/-- For `b > 0` and `q0² > a/(3b)`, the charge `q0` is a strict local minimum of the grand
energy at its own potential. -/
theorem locally_stable {a b q0 : ℝ} (hb : 0 < b) (h : a / (3 * b) < q0 ^ 2) :
    ∀ᶠ q in 𝓝[≠] q0,
      energy a b q0 - q0 * potential a b q0 < energy a b q - q * potential a b q0 := by
  rw [div_lt_iff₀ (by positivity)] at h
  have hc : Continuous (fun q : ℝ => b * (q + q0) ^ 2 / 4 + (b * q0 ^ 2 - a) / 2) := by
    fun_prop
  have hp : 0 < b * (q0 + q0) ^ 2 / 4 + (b * q0 ^ 2 - a) / 2 := by nlinarith
  -- the quadratic factor of the gap stays positive near q0
  have hn := (isOpen_lt continuous_const hc).mem_nhds hp
  filter_upwards [mem_nhdsWithin_of_mem_nhds hn, self_mem_nhdsWithin] with q h1 h2
  have h1' : 0 < b * (q + q0) ^ 2 / 4 + (b * q0 ^ 2 - a) / 2 := h1
  have hne : q - q0 ≠ 0 := sub_ne_zero.mpr h2
  have hsq : 0 < (q - q0) ^ 2 := lt_of_le_of_ne (sq_nonneg _) (Ne.symm (pow_ne_zero 2 hne))
  have hg := grand_energy_gap a b q0 q
  have hm := mul_pos hsq h1'
  linarith
```

The notation `∀ᶠ q in 𝓝[≠] q0` means "for all $q\neq q_0$ sufficiently close to $q_0$". The theorem thus says that if $a/(3b)<q_0^2$, then $q_0$ is a strict local minimum of the grand energy at its own potential.

At $q=q_0$ the bracket has the value

$$bq_0^2+\frac{bq_0^2-a}{2}=\frac{3bq_0^2-a}{2}>0 .$$

It is continuous in $q$, so it stays positive in a neighbourhood of $q_0$. There the difference is a positive number times $(q-q_0)^2$, which is positive for $q\ne q_0$. In the proof `hc` is the continuity, `hp` the positive value at $q_0$, and `hn` the neighbourhood. The tactic `filter_upwards` then takes a charge $q$ that lies in this neighbourhood and differs from $q_0$.

For $a>0$, the charges with $a/(3b)<q_0^2<a/b$ meet the condition of this theorem and fail that of `reachable_iff`. They are locally stable, but no potential makes any of them a global equilibrium.

```lean
/-- For `a, b > 0`, the charge `√(a/(2b))` is a strict local minimum of the grand energy at its own
potential, yet it is not a global equilibrium at any potential. -/
theorem stable_but_unreachable {a b : ℝ} (ha : 0 < a) (hb : 0 < b) :
    (∀ᶠ q in 𝓝[≠] √(a / (2 * b)),
      energy a b (√(a / (2 * b))) - √(a / (2 * b)) * potential a b (√(a / (2 * b)))
        < energy a b q - q * potential a b (√(a / (2 * b)))) ∧
    ¬ ∃ U, IsEquilibrium (energy a b) U (√(a / (2 * b))) := by
  have hs : √(a / (2 * b)) ^ 2 = a / (2 * b) := Real.sq_sqrt (by positivity)
  have hab := mul_pos ha hb
  constructor
  · apply locally_stable hb
    rw [hs, div_lt_div_iff₀ (by positivity) (by positivity)]
    nlinarith
  · rw [reachable_iff hb, hs, not_le, div_lt_div_iff₀ (by positivity) hb]
    nlinarith
```

This theorem exhibits one such charge, $q_0=\sqrt{a/(2b)}$. Its square lies between the two thresholds:

$$\frac{a}{3b}<\frac{a}{2b}<\frac ab .$$

The first part of the conclusion, before `∧`, is the strict local minimum and comes from `locally_stable`. The second part, beginning with `¬ ∃ U`, denies equilibrium at every potential and comes from `reachable_iff`. What remains in each part is one of the two inequalities between fractions.

In constant-potential simulations of electrodes, the corresponding caution, shown here for a one-variable quartic energy without thermal fluctuations, is that positive curvature at a converged charge does not establish that the charge is the equilibrium one.

## Coexistence at zero potential

```lean
/-- For `a, b > 0`, the equilibrium charges at zero potential are exactly those with
`q0² = a/b`. -/
theorem equilibrium_at_zero_iff {a b : ℝ} (ha : 0 < a) (hb : 0 < b) (q0 : ℝ) :
    IsEquilibrium (energy a b) 0 q0 ↔ q0 ^ 2 = a / b := by
  constructor
  · intro h
    have h0 := potential_eq_deriv h (hasDerivAt_energy a b q0)
    have hle := (reachable_iff hb q0).mp ⟨0, h⟩
    have hq : q0 ≠ 0 := by
      intro hz
      rw [hz] at hle
      have := div_pos ha hb
      linarith
    rw [eq_div_iff hb.ne']
    apply mul_left_cancel₀ hq
    unfold potential at h0
    linear_combination (-1) * h0
  · intro h q
    rw [eq_div_iff hb.ne'] at h
    subst h
    -- the energy difference is a perfect square
    unfold energy
    nlinarith [mul_nonneg hb.le (sq_nonneg (q ^ 2 - q0 ^ 2))]

end

end ConstantPotentialReachability
```

For $a,b>0$, a charge is in equilibrium at $U=0$ exactly when $q_0^2=a/b$. The two solutions $\pm\sqrt{a/b}$ are the edges of the unreachable interval, and they have the same grand energy.

If $q_0$ is in equilibrium at $U=0$, then $-aq_0+bq_0^3=0$. By `reachable_iff`, $q_0^2\ge a/b>0$, so $q_0\neq0$. Dividing by $q_0$ gives $bq_0^2=a$. In Lean, `mul_left_cancel₀ hq` performs this cancellation.

Conversely, let $a=bq_0^2$. Then

$$E(q)-E(q_0)=\frac b4\,(q^2-q_0^2)^2\ge0$$

for every $q$, which is the equilibrium condition at $U=0$. The last line hands this square to `nlinarith`.

The condition $a>0$ has a purpose here: for $a<0$ the neutral charge is in equilibrium at $U=0$, while $q_0^2=a/b$ has no real solution.

Combined with `charge_le_of_potential_lt`, the result describes a jump. Any equilibrium charge at $U<0$ is at most $-\sqrt{a/b}$, and any at $U>0$ is at least $\sqrt{a/b}$. Charges in between are passed over as the potential crosses zero.

The model treats charge as continuous and unbounded, and it has no temperature and no dynamics. It therefore says nothing about how long a real electrode could remain in a locally stable state inside the unreachable interval.

```lean
#print axioms ConstantPotentialReachability.charge_le_of_potential_lt
#print axioms ConstantPotentialReachability.curvature_pos_iff
#print axioms ConstantPotentialReachability.stable_but_unreachable
#print axioms ConstantPotentialReachability.equilibrium_at_zero_iff
```

```
'ConstantPotentialReachability.charge_le_of_potential_lt' depends on axioms: [propext, Classical.choice, Quot.sound]
'ConstantPotentialReachability.curvature_pos_iff' depends on axioms: [propext, Classical.choice, Quot.sound]
'ConstantPotentialReachability.stable_but_unreachable' depends on axioms: [propext, Classical.choice, Quot.sound]
'ConstantPotentialReachability.equilibrium_at_zero_iff' depends on axioms: [propext, Classical.choice, Quot.sound]
```
